# Stationary paths of the midpoint Schrödinger action: Crank–Nicolson plus a sawtooth, for symmetric Hamiltonians

An action principle in discrete time depends on which changes of a path are allowed. Here a path is a sequence of vectors $\psi_0,\psi_1,\dots$ in a complex inner product space $E$. It is changed to $\psi+s\delta$, with $s$ real and $\delta$ any sequence with $\delta_0=\delta_N=0$, where $N$ is the number of steps. The path is stationary if the action has zero derivative at $s=0$ for every such $\delta$. No normalisation is imposed on either sequence.

```lean
import Mathlib

open Complex

namespace MidpointActionPrinciple

noncomputable section

variable {E : Type*} [NormedAddCommGroup E] [InnerProductSpace ℂ E]
```

With $\hbar=1$, time step $h$ and Hamiltonian $H_n$ during step $n$, the midpoint and the residual of the discretised Schrödinger equation are

$$m_n=\tfrac12(\psi_{n+1}+\psi_n),\qquad r_n=\frac{i}{h}(\psi_{n+1}-\psi_n)-H_n m_n .$$

```lean
/-- The midpoint state `(ψ (n+1) + ψ n) / 2` of the `n`-th time step. -/
def mid (ψ : ℕ → E) (n : ℕ) : E := (1 / 2 : ℂ) • (ψ (n + 1) + ψ n)

/-- The residual `i (ψ (n+1) - ψ n) / h - H n (ψ (n+1) + ψ n) / 2` of the discretised
Schrödinger equation, for a time step `h ≠ 0`; `H n` is the Hamiltonian during step `n`. -/
def residual (H : ℕ → E →ₗ[ℂ] E) (h : ℝ) (ψ : ℕ → E) (n : ℕ) : E :=
  (I / (h : ℂ)) • (ψ (n + 1) - ψ n) - H n (mid ψ n)
```

The action is $A(\psi)=\sum_{n<N}\mathrm{Re}\langle m_n,r_n\rangle$. As in physics, `inner ℂ` is conjugate-linear in its first argument.

```lean
/-- The midpoint action of the first `N` steps, for a time step `h ≠ 0`: the sum of the real
parts of the overlaps of midpoint state and residual. -/
def midpointAction (H : ℕ → E →ₗ[ℂ] E) (h : ℝ) (N : ℕ) (ψ : ℕ → E) : ℝ :=
  ∑ n ∈ Finset.range N, (inner ℂ (mid ψ n) (residual H h ψ n)).re

/-- The path `ψ` is stationary: the action has zero derivative along every variation `δ` that
vanishes at the initial time `0` and the final time `N` (time step `h ≠ 0`). -/
def IsStationary (H : ℕ → E →ₗ[ℂ] E) (h : ℝ) (N : ℕ) (ψ : ℕ → E) : Prop :=
  ∀ δ : ℕ → E, δ 0 = 0 → δ N = 0 →
    HasDerivAt (fun s : ℝ => midpointAction H h N (fun k => ψ k + (s : ℂ) • δ k)) 0 0
```

A Crank–Nicolson step from $x$ to $y$ satisfies $(1+ihH/2)\,y=(1-ihH/2)\,x$. The definition states this equation and does not claim that a solution $y$ exists. Its argument `A` is the Hamiltonian of the step, not the action.

```lean
/-- One Crank-Nicolson step from `x` to `y`: `(1 + i h A / 2) y = (1 - i h A / 2) x`. -/
def CrankNicolsonStep (A : E →ₗ[ℂ] E) (h : ℝ) (x y : E) : Prop :=
  y + (I * (h : ℂ) / 2) • A y = x - (I * (h : ℂ) / 2) • A x
```

Crank–Nicolson is a common propagator in real-time electronic structure. The results below concern its linear form, in which $H_n$ may vary in time, as for a driven system, but may not depend on $\psi$ as a Kohn–Sham Hamiltonian does. $E$ may have infinite dimension, provided that each $H_n$ is defined on all of it. The examples of a missing hypothesis are worked out in the prose only.

## Symmetric Hamiltonians let path and variation trade places

The hypothesis `hH` says that $\langle H_nx,y\rangle=\langle x,H_ny\rangle$ for every step: there is no absorption or gain.

Write $m_n(\delta)$ and $r_n(\delta)$ for the midpoint and residual built from $\delta$. Both are linear in the path, so

$$A(\psi+s\delta)=A(\psi)+s\sum_{n<N}\mathrm{Re}\big[\langle m_n(\delta),r_n\rangle+\langle m_n,r_n(\delta)\rangle\big]+s^2A(\delta).$$

The derivative at $s=0$ is the middle sum. Its second term should be brought to the form of the first. For the Hamiltonian part, symmetry gives

$$\mathrm{Re}\langle m_n,H_nm_n(\delta)\rangle=\mathrm{Re}\langle m_n(\delta),H_nm_n\rangle .$$

For the time-derivative part, set $\sigma(x,y)=\mathrm{Re}\langle x,iy\rangle$, which is antisymmetric. Expanding both sides in $\sigma$ gives

$$\mathrm{Re}\Big\langle m_n,\tfrac ih(\delta_{n+1}-\delta_n)\Big\rangle=\mathrm{Re}\Big\langle m_n(\delta),\tfrac ih(\psi_{n+1}-\psi_n)\Big\rangle+\frac{\sigma(\psi_{n+1},\delta_{n+1})-\sigma(\psi_n,\delta_n)}{h}.$$

This second identity is `kinetic_exchange`, with $a,b$ for $\psi_n,\psi_{n+1}$ and $c,d$ for $\delta_n,\delta_{n+1}$. The proof expands into real and imaginary parts and finishes with `ring`. Symmetry itself enters in `hsym`, inside `first_variation` below.

```lean
/-- Exchanging two paths in the time-derivative part of one action term leaves only a
difference of boundary terms. -/
theorem kinetic_exchange (h : ℝ) (a b c d : E) :
    (inner ℂ ((1 / 2 : ℂ) • (b + a)) ((I / (h : ℂ)) • (d - c))).re =
      (inner ℂ ((1 / 2 : ℂ) • (d + c)) ((I / (h : ℂ)) • (b - a))).re +
        ((inner ℂ b (I • d)).re / h - (inner ℂ a (I • c)).re / h) := by
  have h2 : (1 / 2 : ℂ) = ((1 / 2 : ℝ) : ℂ) := by norm_num
  have hI : I / (h : ℂ) = ((h⁻¹ : ℝ) : ℂ) * I := by
    rw [Complex.ofReal_inv]; ring
  rw [h2, hI]
  simp only [inner_smul_left, inner_smul_right, inner_add_left, inner_sub_right,
    Complex.conj_ofReal]
  rw [← inner_conj_symm (𝕜 := ℂ) d b, ← inner_conj_symm (𝕜 := ℂ) d a,
    ← inner_conj_symm (𝕜 := ℂ) c b, ← inner_conj_symm (𝕜 := ℂ) c a]
  simp only [Complex.mul_re, Complex.mul_im, Complex.add_re, Complex.sub_re, Complex.add_im,
    Complex.sub_im, Complex.ofReal_re, Complex.ofReal_im, Complex.I_re, Complex.I_im,
    Complex.conj_re, Complex.conj_im]
  ring
```

For symmetric Hamiltonians, the next section shows that a path is stationary exactly when its residual alternates, $r_n=(-1)^nr_0$ for $n<N$. Without symmetry this can fail. Take $E=\mathbb C$ and the absorber $H_n=-i\gamma$ with $\gamma>0$. The real part in the action removes $\gamma$ altogether, so a constant path $\psi_n=\psi_0\neq0$ is stationary. Its residual is $i\gamma\psi_0$ at every step, which does not alternate once $N\ge2$.

## Fixed endpoints remove the boundary terms

The conditions $\delta_0=\delta_N=0$ mean that the initial and final vectors are both prescribed, including their norm and phase. They are part of `IsStationary`, and `first_variation` takes them as `h0` and `hN`.

Summed over $n$, the boundary differences telescope to $[\sigma(\psi_N,\delta_N)-\sigma(\psi_0,\delta_0)]/h=0$. What remains is

$$\frac{d}{ds}A(\psi+s\delta)\Big|_{s=0}=\sum_{n<N}2\,\mathrm{Re}\langle m_n(\delta),r_n\rangle=\sum_{n<N}\mathrm{Re}\langle\delta_{n+1}+\delta_n,r_n\rangle .$$

In the proof, `hA` is the quadratic polynomial in $s$, `hd` differentiates it, `tel` is the telescoped sum, and `linarith` combines `hsym` with the exchange identity `hk`.

```lean
/-- First variation of the action for symmetric Hamiltonians and fixed endpoints: its derivative
along `δ` is the sum of `Re ⟨δ (n+1) + δ n, r n⟩`, with `r` the residual of `ψ`. -/
theorem first_variation {H : ℕ → E →ₗ[ℂ] E} (hH : ∀ n, (H n).IsSymmetric) (h : ℝ) (N : ℕ)
    (ψ δ : ℕ → E) (h0 : δ 0 = 0) (hN : δ N = 0) :
    HasDerivAt (fun s : ℝ => midpointAction H h N (fun k => ψ k + (s : ℂ) • δ k))
      (∑ n ∈ Finset.range N, (inner ℂ (δ (n + 1) + δ n) (residual H h ψ n)).re) 0 := by
  have hmid : ∀ (s : ℝ) n, mid (fun k => ψ k + (s : ℂ) • δ k) n
      = mid ψ n + (s : ℂ) • mid δ n := by
    intro s n
    simp only [mid]
    module
  have hres : ∀ (s : ℝ) n, residual H h (fun k => ψ k + (s : ℂ) • δ k) n
      = residual H h ψ n + (s : ℂ) • residual H h δ n := by
    intro s n
    simp only [residual, hmid, map_add, map_smul]
    module
  -- the action is a quadratic polynomial in the strength `s` of the variation
  have hA : ∀ s : ℝ, midpointAction H h N (fun k => ψ k + (s : ℂ) • δ k) =
      midpointAction H h N ψ + s * (∑ n ∈ Finset.range N,
        ((inner ℂ (mid δ n) (residual H h ψ n)).re + (inner ℂ (mid ψ n) (residual H h δ n)).re))
      + s ^ 2 * midpointAction H h N δ := by
    intro s
    simp only [midpointAction, Finset.mul_sum, ← Finset.sum_add_distrib]
    refine Finset.sum_congr rfl fun n _ => ?_
    rw [hmid, hres]
    simp only [inner_add_left, inner_add_right, inner_smul_left, inner_smul_right,
      Complex.conj_ofReal, Complex.add_re, Complex.re_ofReal_mul]
    ring
  have hd : ∀ A B C : ℝ, HasDerivAt (fun s : ℝ => A + s * B + s ^ 2 * C) B 0 := by
    intro A B C
    have d := (((hasDerivAt_id' (0 : ℝ)).mul_const B).const_add A).fun_add
      ((hasDerivAt_pow 2 (0 : ℝ)).mul_const C)
    exact d.congr_deriv (by simp)
  rw [funext hA]
  refine (hd _ _ _).congr_deriv ?_
  -- the boundary terms telescope and vanish at the fixed endpoints
  have tel := Finset.sum_range_sub (fun n => (inner ℂ (ψ n) (I • δ n)).re / h) N
  simp only [h0, hN, smul_zero, inner_zero_right, Complex.zero_re, zero_div, sub_zero] at tel
  rw [← add_zero (∑ n ∈ Finset.range N, (inner ℂ (δ (n + 1) + δ n) (residual H h ψ n)).re),
    ← tel, ← Finset.sum_add_distrib]
  refine Finset.sum_congr rfl fun n _ => ?_
  have hsym : (inner ℂ (mid ψ n) (H n (mid δ n))).re
      = (inner ℂ (mid δ n) (H n (mid ψ n))).re := by
    rw [← hH n (mid ψ n) (mid δ n), ← inner_conj_symm (𝕜 := ℂ) (H n (mid ψ n)) (mid δ n),
      Complex.conj_re]
  have hk : (inner ℂ (mid ψ n) ((I / (h : ℂ)) • (δ (n + 1) - δ n))).re =
      (inner ℂ (mid δ n) ((I / (h : ℂ)) • (ψ (n + 1) - ψ n))).re +
        ((inner ℂ (ψ (n + 1)) (I • δ (n + 1))).re / h - (inner ℂ (ψ n) (I • δ n)).re / h) :=
    kinetic_exchange h (ψ n) (ψ (n + 1)) (δ n) (δ (n + 1))
  have e : δ (n + 1) + δ n = ((2 : ℝ) : ℂ) • mid δ n := by
    simp only [mid]
    push_cast
    module
  rw [e, inner_smul_left, Complex.conj_ofReal, Complex.re_ofReal_mul]
  simp only [residual, inner_sub_right, Complex.sub_re]
  linarith
```

Now suppose that the path is stationary, and let $k+1<N$. Vary only at the interior time $k+1$, by $w=r_{k+1}+r_k$. Only the terms $n=k$ and $n=k+1$ survive:

$$0=\mathrm{Re}\langle w,r_k\rangle+\mathrm{Re}\langle w,r_{k+1}\rangle=\|w\|^2 .$$

Hence $r_{k+1}=-r_k$, and induction gives $r_n=(-1)^nr_0$ for all $n<N$. Conversely, if the residual alternates, the first variation is

$$\sum_{n<N}\big[(-1)^n\mathrm{Re}\langle\delta_n,r_0\rangle-(-1)^{n+1}\mathrm{Re}\langle\delta_{n+1},r_0\rangle\big]=\mathrm{Re}\langle\delta_0,r_0\rangle-(-1)^N\mathrm{Re}\langle\delta_N,r_0\rangle=0,$$

which uses the fixed endpoints a second time.

The Lean proof has the same two halves. In the first, `key` equates the two values of the derivative, `hterm` isolates the surviving terms, and `step` records the change of sign. The second is the `calc` block. For $N\le1$ there is no interior time to vary, and both sides of the equivalence hold for every path.

```lean
/-- For symmetric Hamiltonians, a path makes the midpoint action stationary with fixed endpoints
if and only if its residual alternates, `r n = (-1)^n r 0`, during all `N` steps. -/
theorem stationary_iff_residual_alternates {H : ℕ → E →ₗ[ℂ] E} (hH : ∀ n, (H n).IsSymmetric)
    (h : ℝ) (N : ℕ) (ψ : ℕ → E) :
    IsStationary H h N ψ ↔
      ∀ n < N, residual H h ψ n = (-1 : ℂ) ^ n • residual H h ψ 0 := by
  constructor
  · intro hst
    have step : ∀ k, k + 1 < N → residual H h ψ (k + 1) = -residual H h ψ k := by
      intro k hk
      obtain ⟨w, hw⟩ : ∃ w, w = residual H h ψ (k + 1) + residual H h ψ k := ⟨_, rfl⟩
      -- vary the path at the single interior time `k + 1`, in the direction `w`
      have h0 : (fun n => if n = k + 1 then w else 0 : ℕ → E) 0 = 0 := by simp
      have hN : (fun n => if n = k + 1 then w else 0 : ℕ → E) N = 0 := by
        simp [show N ≠ k + 1 by omega]
      have hk1 : k ∈ Finset.range N := Finset.mem_range.mpr (by omega)
      have hk2 : k + 1 ∈ Finset.range N := Finset.mem_range.mpr hk
      have key : (0 : ℝ) = ∑ n ∈ Finset.range N,
          (inner ℂ ((if n + 1 = k + 1 then w else 0) + (if n = k + 1 then w else 0))
            (residual H h ψ n)).re :=
        (hst (fun n => if n = k + 1 then w else 0) h0 hN).unique
          (first_variation hH h N ψ (fun n => if n = k + 1 then w else 0) h0 hN)
      have hterm : ∀ n ∈ Finset.range N,
          (inner ℂ ((if n + 1 = k + 1 then w else 0) + (if n = k + 1 then w else 0))
            (residual H h ψ n)).re =
          (if n = k then (inner ℂ w (residual H h ψ k)).re else 0) +
          (if n = k + 1 then (inner ℂ w (residual H h ψ (k + 1))).re else 0) := by
        intro n _
        by_cases h1 : n = k
        · subst h1; simp
        · by_cases h2 : n = k + 1
          · subst h2; simp
          · simp [h1, h2]
      rw [Finset.sum_congr rfl hterm, Finset.sum_add_distrib, Finset.sum_ite_eq',
        Finset.sum_ite_eq', if_pos hk1, if_pos hk2] at key
      have e : (inner ℂ w (residual H h ψ (k + 1) + residual H h ψ k)).re =
          (inner ℂ w (residual H h ψ (k + 1))).re + (inner ℂ w (residual H h ψ k)).re := by
        rw [inner_add_right, Complex.add_re]
      rw [← hw] at e
      have hn : (inner ℂ w w).re = ‖w‖ ^ 2 := inner_self_eq_norm_sq (𝕜 := ℂ) w
      have hz : ‖w‖ ^ 2 = 0 := by linarith
      have hw0 : w = 0 := norm_eq_zero.mp ((pow_eq_zero_iff two_ne_zero).mp hz)
      exact eq_neg_of_add_eq_zero_left (hw.symm.trans hw0)
    intro n
    induction n with
    | zero => intro _; simp
    | succ n ih =>
      intro hn
      rw [step n hn, ih (by omega), pow_succ, mul_neg_one, neg_smul]
  · intro hr δ h0 hN
    refine (first_variation hH h N ψ δ h0 hN).congr_deriv ?_
    -- with alternating residuals the first variation telescopes
    calc ∑ n ∈ Finset.range N, (inner ℂ (δ (n + 1) + δ n) (residual H h ψ n)).re
        = ∑ n ∈ Finset.range N, ((-1 : ℝ) ^ n * (inner ℂ (δ n) (residual H h ψ 0)).re
            - (-1 : ℝ) ^ (n + 1) * (inner ℂ (δ (n + 1)) (residual H h ψ 0)).re) := by
          refine Finset.sum_congr rfl fun n hn => ?_
          have c : (-1 : ℂ) ^ n = (((-1 : ℝ) ^ n : ℝ) : ℂ) := by simp
          rw [hr n (Finset.mem_range.mp hn), inner_smul_right, inner_add_left, c,
            Complex.re_ofReal_mul, Complex.add_re]
          ring
      _ = 0 := by
          rw [Finset.sum_range_sub'
            (fun n => (-1 : ℝ) ^ n * (inner ℂ (δ n) (residual H h ψ 0)).re)]
          simp [h0, hN]
```

If $\delta_0$ were free, a Crank–Nicolson path with $\psi_0\neq0$ and $N\ge1$ would not be stationary: the variation $\delta_0=i\psi_0$, with all other $\delta_n=0$, gives the derivative $\|\psi_0\|^2/h$.

## A nonzero time step turns residuals into Crank–Nicolson steps

The hypothesis `hh` says $h\neq0$; a negative $h$, which propagates backwards, is allowed. By hand it is used to multiply the residual by $-ih$:

$$-ih\,r_n=\psi_{n+1}-\psi_n+\tfrac{ih}{2}H_n(\psi_{n+1}+\psi_n).$$

So $r_n=0$ exactly when step $n$ is a Crank–Nicolson step. In the proof, `e` is this identity, and $-ih\neq0$ is cancelled. The preceding theorem is stated for every real $h$, but Lean sets $i/0=0$, so it has its physical meaning only for $h\neq0$.

```lean
/-- For `h ≠ 0` the residual of a step vanishes exactly when it is a Crank-Nicolson step. -/
theorem residual_eq_zero_iff (H : ℕ → E →ₗ[ℂ] E) {h : ℝ} (hh : h ≠ 0) (ψ : ℕ → E) (n : ℕ) :
    residual H h ψ n = 0 ↔ CrankNicolsonStep (H n) h (ψ n) (ψ (n + 1)) := by
  have hc : (h : ℂ) ≠ 0 := Complex.ofReal_ne_zero.mpr hh
  have c : -(I * (h : ℂ)) * (I / (h : ℂ)) = 1 := by
    rw [show -(I * (h : ℂ)) * (I / (h : ℂ)) = -(I * I) * ((h : ℂ) / (h : ℂ)) by ring,
      Complex.I_mul_I, div_self hc]
    norm_num
  have e : (ψ (n + 1) + (I * (h : ℂ) / 2) • H n (ψ (n + 1))) -
      (ψ n - (I * (h : ℂ) / 2) • H n (ψ n)) = (-(I * (h : ℂ))) • residual H h ψ n := by
    simp only [residual, mid, map_smul, map_add]
    rw [smul_sub (-(I * (h : ℂ))), smul_smul (-(I * (h : ℂ))) (I / (h : ℂ)), c]
    module
  constructor
  · intro h0
    exact sub_eq_zero.mp (by rw [e, h0, smul_zero])
  · intro hs
    exact (smul_eq_zero.mp (e.symm.trans (sub_eq_zero.mpr hs))).resolve_left
      (neg_ne_zero.mpr (mul_ne_zero Complex.I_ne_zero hc))
```

A sawtooth $(-1)^nv$ has zero midpoints, so the Hamiltonian does not see it, while its differences are $-2(-1)^nv$. Adding it to a path $\varphi$ therefore changes the residual from $r_n(\varphi)$ to $r_n(\varphi)-(-1)^n(2i/h)v$.

```lean
/-- Adding a sawtooth `(-1)^n v` to a path shifts its residual by `-(-1)^n (2 i / h) v`,
whatever the Hamiltonian (time step `h ≠ 0`). -/
theorem residual_add_sawtooth (H : ℕ → E →ₗ[ℂ] E) (h : ℝ) (φ : ℕ → E) (v : E) (n : ℕ) :
    residual H h (fun k => φ k + (-1 : ℂ) ^ k • v) n =
      residual H h φ n - (-1 : ℂ) ^ n • ((2 * I / (h : ℂ)) • v) := by
  have hm : mid (fun k => φ k + (-1 : ℂ) ^ k • v) n = mid φ n := by
    simp only [mid, pow_succ]
    module
  simp only [residual, hm, pow_succ]
  module
```

Given a stationary $\psi$, choose $v=(ih/2)r_0$ and $\varphi_n=\psi_n-(-1)^nv$. Then

$$r_n(\varphi)=(-1)^nr_0+(-1)^n\frac{2i}{h}\,\frac{ih}{2}\,r_0=0\qquad(n<N),$$

so $\varphi$ is a Crank–Nicolson path. Conversely, a Crank–Nicolson path plus a sawtooth has residual $-(-1)^n(2i/h)v$, which alternates. The proof supplies the same $\varphi$ and $v$ in `refine`.

```lean
/-- For symmetric Hamiltonians and `h ≠ 0`, the stationary paths are exactly the Crank-Nicolson
paths plus an alternating error `(-1)^n v` of constant amplitude. -/
theorem stationary_iff_crankNicolson_add_sawtooth {H : ℕ → E →ₗ[ℂ] E}
    (hH : ∀ n, (H n).IsSymmetric) {h : ℝ} (hh : h ≠ 0) (N : ℕ) (ψ : ℕ → E) :
    IsStationary H h N ψ ↔ ∃ (φ : ℕ → E) (v : E),
      (∀ n < N, CrankNicolsonStep (H n) h (φ n) (φ (n + 1))) ∧
        ∀ n, ψ n = φ n + (-1 : ℂ) ^ n • v := by
  rw [stationary_iff_residual_alternates hH]
  constructor
  · intro hr
    have hc : (h : ℂ) ≠ 0 := Complex.ofReal_ne_zero.mpr hh
    have c : (2 * I / (h : ℂ)) * (I * (h : ℂ) / 2) = -1 := by
      rw [show (2 * I / (h : ℂ)) * (I * (h : ℂ) / 2) = (I * I) * ((h : ℂ) / (h : ℂ)) by ring,
        Complex.I_mul_I, div_self hc, mul_one]
    -- the sawtooth is fixed by the residual of the first step
    refine ⟨fun k => ψ k + (-1 : ℂ) ^ k • (-((I * (h : ℂ) / 2) • residual H h ψ 0)),
      (I * (h : ℂ) / 2) • residual H h ψ 0, fun n hn => ?_, fun n => ?_⟩
    · refine (residual_eq_zero_iff H hh (fun k => ψ k +
        (-1 : ℂ) ^ k • (-((I * (h : ℂ) / 2) • residual H h ψ 0))) n).mp ?_
      rw [residual_add_sawtooth, hr n hn, smul_neg, smul_smul (2 * I / (h : ℂ)), c]
      module
    · module
  · rintro ⟨φ, v, hφ, hψ⟩ n hn
    have h0 := (residual_eq_zero_iff H hh φ 0).mpr (hφ 0 (by omega))
    have h1 := (residual_eq_zero_iff H hh φ n).mpr (hφ n hn)
    rw [funext hψ, residual_add_sawtooth, residual_add_sawtooth, h0, h1]
    module
```

The error has norm $\|v\|=|h|\,\|r_0\|/2$ at every time, so it is neither damped nor amplified. It is measured from the path $\varphi$, which starts at $\psi_0-v$ and not at $\psi_0$.

## A Crank–Nicolson first step excludes the sawtooth

The hypothesis `hfirst` says that $\psi_1$ follows from $\psi_0$ by a Crank–Nicolson step. It is a condition at the start of the evolution, which stationarity between fixed endpoints does not supply.

By hand, it gives $r_0=0$. The alternating condition then reads $r_n=0$ for all $n<N$, which is Crank–Nicolson at every step. The proof obtains `h0` from `hfirst` and rewrites with it.

```lean
/-- For symmetric Hamiltonians and `h ≠ 0`, if the first step is a Crank-Nicolson step, then the
path is stationary if and only if all its `N` steps are Crank-Nicolson steps. -/
theorem stationary_iff_crankNicolson {H : ℕ → E →ₗ[ℂ] E} (hH : ∀ n, (H n).IsSymmetric)
    {h : ℝ} (hh : h ≠ 0) (N : ℕ) (ψ : ℕ → E)
    (hfirst : CrankNicolsonStep (H 0) h (ψ 0) (ψ 1)) :
    IsStationary H h N ψ ↔ ∀ n < N, CrankNicolsonStep (H n) h (ψ n) (ψ (n + 1)) := by
  have h0 : residual H h ψ 0 = 0 := (residual_eq_zero_iff H hh ψ 0).mpr hfirst
  rw [stationary_iff_residual_alternates hH]
  simp only [h0, smul_zero, residual_eq_zero_iff H hh]

end

end MidpointActionPrinciple
```

Without a condition on the first step, take $H_n=0$, $N\ge1$ and $\psi_n=u+(-1)^nv$ with nonzero orthogonal vectors $u$ and $v$. This path is stationary and has constant norm, but it jumps between the different states $u+v$ and $u-v$, although Crank–Nicolson would keep the state constant.

```lean
#print axioms MidpointActionPrinciple.stationary_iff_crankNicolson_add_sawtooth
#print axioms MidpointActionPrinciple.stationary_iff_crankNicolson
```

```
'MidpointActionPrinciple.stationary_iff_crankNicolson_add_sawtooth' depends on axioms: [propext, Classical.choice, Quot.sound]
'MidpointActionPrinciple.stationary_iff_crankNicolson' depends on axioms: [propext, Classical.choice, Quot.sound]
```
